# Levels with equal first-order Methfessel–Paxton occupation can differ in entropy

In a self-consistent calculation on a metal with smeared occupations, the entropy term $-\sigma\sum S$ is added to the energy, where $\sigma$ is the smearing width and the sum runs over the levels with their weights. A post-processing script may have only the occupations at hand. For first-order Methfessel–Paxton smearing, one level's occupation does not always determine its contribution $S$, whereas the reduced energy $x=(\varepsilon-\mu)/\sigma$ does, with $\varepsilon$ the level's energy and $\mu$ the Fermi level.

Write $f_1(x)$ for the occupation, $S_1(x)$ for the entropy and $d(x)$ for the broadening kernel, with

$$d(x)=\frac{(\tfrac32-x^2)e^{-x^2}}{\sqrt\pi},\qquad S_1(x)=\frac{(1-2x^2)e^{-x^2}}{4\sqrt\pi}.$$

The occupation is fixed by $f_1'=-d$ and $f_1\to0$ at $+\infty$. The result is that some $0<x<y$ have $f_1(x)=f_1(y)$, and that every such pair has $S_1(x)<S_1(y)$.

## The slope of the occupation is minus the kernel

Physically, $f_1'=-d$ says that, up to an additive constant, the occupation is a step function broadened by $d$. The Lean code defines the occupation explicitly and proves this relation. It starts from the Gaussian occupation and subtracts a Hermite correction:

$$f_0(x)=\frac12-\int_0^x\frac{e^{-t^2}}{\sqrt\pi}\,dt,\qquad f_1(x)=f_0(x)-\frac{x e^{-x^2}}{2\sqrt\pi}.$$

Energies and occupations are real numbers, and $f_1$ counts one state, without a spin factor.

```lean
import Mathlib

open Real Set Filter Topology MeasureTheory

namespace SmearingEntropyOccupation

noncomputable section

/-- Occupation of a level at reduced energy `x` above the Fermi level in Gaussian smearing. -/
def gaussOccupation (x : ℝ) : ℝ := 1 / 2 - ∫ t in (0 : ℝ)..x, Real.exp (-t ^ 2) / √π

/-- Entropy of a level at reduced energy `x` in Gaussian smearing. -/
def gaussEntropy (x : ℝ) : ℝ := Real.exp (-x ^ 2) / (2 * √π)

/-- The first-order Methfessel-Paxton broadening kernel. -/
def mpKernel (x : ℝ) : ℝ := (3 / 2 - x ^ 2) * Real.exp (-x ^ 2) / √π

/-- The first-order Methfessel-Paxton occupation: the Gaussian one plus a Hermite correction. -/
def mpOccupation (x : ℝ) : ℝ := gaussOccupation x - x * Real.exp (-x ^ 2) / (2 * √π)

/-- The first-order Methfessel-Paxton entropy of a level at reduced energy `x`. -/
def mpEntropy (x : ℝ) : ℝ := (1 - 2 * x ^ 2) * Real.exp (-x ^ 2) / (4 * √π)
```

The entropy `mpEntropy` is a definition, not derived from a count of states. Its physical content is the relation $S_1'=x f_1'$, which makes $E-\sigma\sum S$, with $E$ the band energy, stationary at $x=(\varepsilon-\mu)/\sigma$ when the level energies are held fixed and the common argument of $f_1$ and $S_1$ is varied for each level, at fixed electron number. The argument below uses $S_1$ only through this relation, so adding a constant to $S_1$ would change nothing.

Differentiating by hand, $f_0'=-e^{-x^2}/\sqrt\pi$ and $(xe^{-x^2})'=(1-2x^2)e^{-x^2}$, so

$$f_1'=-\Bigl(1+\frac{1-2x^2}{2}\Bigr)\frac{e^{-x^2}}{\sqrt\pi}=-d(x).$$

The Lean proof takes the same steps: the fundamental theorem of calculus for the integral, the product rule for the correction, and `ring` to collect terms.

```lean
private lemma hasDerivAt_sq (x : ℝ) : HasDerivAt (fun t : ℝ => t ^ 2) (2 * x) x := by
  simpa using hasDerivAt_pow 2 x

private lemma hasDerivAt_gauss (x : ℝ) :
    HasDerivAt (fun t : ℝ => Real.exp (-t ^ 2)) (Real.exp (-x ^ 2) * -(2 * x)) x :=
  (hasDerivAt_sq x).fun_neg.exp

private lemma hasDerivAt_gaussOccupation (x : ℝ) :
    HasDerivAt gaussOccupation (-(Real.exp (-x ^ 2) / √π)) x := by
  have hc : Continuous (fun t : ℝ => Real.exp (-t ^ 2) / √π) := by fun_prop
  exact (hc.integral_hasStrictDerivAt 0 x).hasDerivAt.const_sub (1 / 2)

/-- The derivative of the Methfessel-Paxton occupation is minus the broadening kernel. -/
theorem hasDerivAt_mpOccupation (x : ℝ) : HasDerivAt mpOccupation (-mpKernel x) x := by
  have h := (hasDerivAt_gaussOccupation x).fun_sub
    (((hasDerivAt_id' x).fun_mul (hasDerivAt_gauss x)).div_const (2 * √π))
  refine h.congr_deriv ?_
  unfold mpKernel
  ring
```

The sign change of $d$ is what makes equal occupations possible. With a positive kernel the occupation would fall strictly, and no two different energies could share a value.

## Levels far above the Fermi level are empty

The slope leaves an additive constant open, and the limit $f_1\to0$ fixes it. By hand, $\int_0^\infty e^{-t^2}dt/\sqrt\pi=\tfrac12$, so $f_0\to0$. For $x\ge1$ the correction obeys $0\le xe^{-x^2}\le xe^{-x}\to0$. In the proof, `hv` is the half-Gaussian integral and `h2` is this squeeze.

```lean
/-- Levels far above the Fermi level are empty: the occupation tends to zero. -/
theorem tendsto_mpOccupation : Tendsto mpOccupation atTop (𝓝 0) := by
  have hs : √π ≠ 0 := (Real.sqrt_pos.2 Real.pi_pos).ne'
  have hg : Integrable (fun t : ℝ => Real.exp (-t ^ 2)) := by
    simpa only [neg_mul, one_mul] using integrable_exp_neg_mul_sq (b := 1) one_pos
  -- half of the normalised Gaussian lies above zero
  have hv : ∫ t in Ioi (0 : ℝ), Real.exp (-t ^ 2) / √π = 1 / 2 := by
    have h := integral_gaussian_Ioi 1
    simp only [neg_mul, one_mul, div_one] at h
    rw [integral_div, h]
    field_simp
  have h1 := intervalIntegral_tendsto_integral_Ioi 0 (hg.div_const (√π)).integrableOn tendsto_id
  rw [hv] at h1
  -- the Hermite correction dies out
  have h2 : Tendsto (fun x : ℝ => x * Real.exp (-x ^ 2)) atTop (𝓝 0) := by
    refine squeeze_zero' ?_ ?_ (Real.tendsto_pow_mul_exp_neg_atTop_nhds_zero 1)
    · filter_upwards [eventually_ge_atTop (1 : ℝ)] with x hx
      positivity
    · filter_upwards [eventually_ge_atTop (1 : ℝ)] with x hx
      rw [pow_one]
      exact mul_le_mul_of_nonneg_left (Real.exp_le_exp.2 (by nlinarith)) (by linarith)
  have h := (h1.const_sub (1 / 2)).sub (h2.div_const (2 * √π))
  have e : (1 / 2 : ℝ) - 1 / 2 - 0 / (2 * √π) = 0 := by simp
  rw [e] at h
  exact h
```

Let $a=\sqrt{3/2}$, the positive zero of $d$. Since $f_1'=-d$ is negative on $[0,a)$ and positive beyond $a$, the occupation falls strictly on $[0,a]$ and rises strictly on $[a,\infty)$. The two monotonicity theorems read these signs from the derivative in the interior of each interval.

```lean
private lemma continuous_mpOccupation : Continuous mpOccupation :=
  continuous_iff_continuousAt.2 fun x => (hasDerivAt_mpOccupation x).continuousAt

private lemma sq_turning : √(3 / 2 : ℝ) ^ 2 = 3 / 2 := Real.sq_sqrt (by norm_num)

/-- Between the Fermi level and reduced energy `√(3/2)` the occupation falls strictly. -/
theorem mpOccupation_strictAntiOn : StrictAntiOn mpOccupation (Icc 0 √(3 / 2 : ℝ)) := by
  refine strictAntiOn_of_deriv_neg (convex_Icc _ _) continuous_mpOccupation.continuousOn ?_
  intro x hx
  rw [interior_Icc] at hx
  rw [(hasDerivAt_mpOccupation x).deriv]
  have h : x ^ 2 < 3 / 2 := by nlinarith [sq_turning, hx.1, hx.2]
  exact neg_neg_of_pos
    (div_pos (mul_pos (sub_pos.2 h) (Real.exp_pos _)) (Real.sqrt_pos.2 Real.pi_pos))

/-- From reduced energy `√(3/2)` upwards the occupation rises strictly. -/
theorem mpOccupation_strictMonoOn : StrictMonoOn mpOccupation (Ici √(3 / 2 : ℝ)) := by
  refine strictMonoOn_of_deriv_pos (convex_Ici _) continuous_mpOccupation.continuousOn ?_
  intro x hx
  rw [interior_Ici] at hx
  have hx' : √(3 / 2 : ℝ) < x := hx
  rw [(hasDerivAt_mpOccupation x).deriv]
  have h : 3 / 2 < x ^ 2 := by nlinarith [sq_turning, Real.sqrt_nonneg (3 / 2 : ℝ)]
  exact neg_pos.2 (div_neg_of_neg_of_pos
    (mul_neg_of_neg_of_pos (sub_neg.2 h) (Real.exp_pos _)) (Real.sqrt_pos.2 Real.pi_pos))
```

Now take $y>a$. The occupation still rises from $y$ to $y+1$, and $f_1(y+1)$ cannot exceed the limit $0$, so $f_1(y)<0$. Hence

$$f_1(a)<f_1(y)<0<\tfrac12=f_1(0).$$

The intermediate value theorem gives an $x$ in $(0,a)$ with $f_1(x)=f_1(y)$, and strict decrease on $[0,a]$ makes it unique. The proof of `existsUnique_equal_occupation` follows this chain, with `hneg`, `hlow` and `h0` supplying its inequalities and the value at zero.

```lean
/-- Every level above `√(3/2)` shares its occupation with exactly one level between the
Fermi level and `√(3/2)`. -/
theorem existsUnique_equal_occupation {y : ℝ} (hy : √(3 / 2 : ℝ) < y) :
    ∃! x, x ∈ Ioo 0 √(3 / 2 : ℝ) ∧ mpOccupation x = mpOccupation y := by
  -- the occupation at `y` is negative, since it still has to rise to its limit zero
  have hneg : mpOccupation y < 0 := by
    have h1 : mpOccupation y < mpOccupation (y + 1) :=
      mpOccupation_strictMonoOn (mem_Ici.2 hy.le) (mem_Ici.2 (by linarith)) (by linarith)
    have h2 : mpOccupation (y + 1) ≤ 0 := by
      refine ge_of_tendsto tendsto_mpOccupation ?_
      filter_upwards [eventually_ge_atTop (y + 1)] with z hz
      exact mpOccupation_strictMonoOn.monotoneOn (mem_Ici.2 (by linarith))
        (mem_Ici.2 (by linarith)) hz
    linarith
  have h0 : mpOccupation 0 = 1 / 2 := by simp [mpOccupation, gaussOccupation]
  have hlow : mpOccupation √(3 / 2 : ℝ) < mpOccupation y :=
    mpOccupation_strictMonoOn (mem_Ici.2 le_rfl) (mem_Ici.2 hy.le) hy
  obtain ⟨x, hx, hxy⟩ := intermediate_value_Ioo' (Real.sqrt_nonneg (3 / 2 : ℝ))
    continuous_mpOccupation.continuousOn
    (show mpOccupation y ∈ Ioo (mpOccupation √(3 / 2 : ℝ)) (mpOccupation 0) from
      ⟨hlow, by rw [h0]; linarith⟩)
  refine ⟨x, ⟨hx, hxy⟩, ?_⟩
  rintro z ⟨hz, hzy⟩
  exact mpOccupation_strictAntiOn.injOn (Ioo_subset_Icc_self hz) (Ioo_subset_Icc_self hx)
    (hzy.trans hxy.symm)
```

Without the limit, $f_1$ would be known only up to a constant. A shift by a constant preserves every pair of equal values, so the comparison of entropies would survive, but the shifted function would no longer be the occupation.

## The two occupations are equal

The hypothesis $f_1(x)=f_1(y)$, called `hf` in Lean, says that the two levels have the same occupation. For $0<x<y$ the shared value is negative, because strict decrease on $[0,a]$ forces $y>a$; it is a feature of the smearing scheme, not a physical fraction of an electron. It enters by hand through the combination $S_1-af_1$. From

$$S_1'=\frac{(-6x+4x^3)e^{-x^2}}{4\sqrt\pi}=\frac{x(x^2-\tfrac32)e^{-x^2}}{\sqrt\pi}=x f_1'$$

and $a^2=\tfrac32$ it follows that

$$(S_1-af_1)'=(x-a)f_1'=\frac{(x-a)^2(x+a)e^{-x^2}}{\sqrt\pi}.$$

For $x\ge0$ this is positive except at $x=a$, where it vanishes. The combination therefore increases strictly, and at equal occupations the terms $af_1$ cancel, which leaves $S_1(x)<S_1(y)$.

The next lemma proves the derivative formula; its `linear_combination` step is where $a^2=\tfrac32$ is used.

```lean
private lemma hasDerivAt_combination {a : ℝ} (ha : a ^ 2 = 3 / 2) (x : ℝ) :
    HasDerivAt (fun t => mpEntropy t - a * mpOccupation t)
      ((x - a) ^ 2 * (x + a) * Real.exp (-x ^ 2) / √π) x := by
  have hS := ((((hasDerivAt_sq x).const_mul 2).const_sub 1).fun_mul
    (hasDerivAt_gauss x)).div_const (4 * √π)
  have h := hS.fun_sub ((hasDerivAt_mpOccupation x).const_mul a)
  refine h.congr_deriv ?_
  unfold mpKernel
  linear_combination (x - a) * Real.exp (-x ^ 2) / √π * ha
```

If the occupations differ, the inequality can fail: $S_1(\tfrac12)=e^{-1/4}/(8\sqrt\pi)$ is positive, while $S_1(1)=-e^{-1}/(4\sqrt\pi)$ is negative.

## Both levels lie above the Fermi level, and $y$ is the higher

The hypothesis `hx : 0 < x` places the lower level above the Fermi level, and `hxy : x < y` places the other above it. By hand, positivity is used for the factor $x+a$, and the order says which end of a strictly increasing function is larger.

In Lean, `key` proves the strict increase on any interval of positive energies that does not have $a$ in its interior, because the derivative vanishes there. If $a$ lies strictly between $x$ and $y$, the proof joins the interval from $x$ to $a$ to the one from $a$ to $y$. The last two lines substitute `hf` and cancel.

```lean
/-- Of two levels above the Fermi level with equal Methfessel-Paxton occupation, the higher
one has the strictly larger entropy. -/
theorem mpEntropy_lt_of_equal_occupation {x y : ℝ} (hx : 0 < x) (hxy : x < y)
    (hf : mpOccupation x = mpOccupation y) : mpEntropy x < mpEntropy y := by
  obtain ⟨a, ha0, ha⟩ : ∃ a : ℝ, 0 < a ∧ a ^ 2 = 3 / 2 :=
    ⟨√(3 / 2), Real.sqrt_pos.2 (by norm_num), sq_turning⟩
  -- `S - a f` increases strictly on any interval of positive energies without `a` in its interior
  have key : ∀ u v : ℝ, 0 < u → u < v → (v ≤ a ∨ a ≤ u) →
      mpEntropy u - a * mpOccupation u < mpEntropy v - a * mpOccupation v := by
    intro u v hu huv hor
    have hm : StrictMonoOn (fun t => mpEntropy t - a * mpOccupation t) (Icc u v) := by
      refine strictMonoOn_of_deriv_pos (convex_Icc _ _)
        (fun t _ => (hasDerivAt_combination ha t).continuousAt.continuousWithinAt) ?_
      intro t ht
      rw [interior_Icc] at ht
      rw [(hasDerivAt_combination ha t).deriv]
      have hne : t - a ≠ 0 := by
        intro h
        rcases hor with h' | h' <;> linarith [ht.1, ht.2]
      have hsq : 0 < (t - a) ^ 2 :=
        lt_of_le_of_ne (sq_nonneg _) (Ne.symm (pow_ne_zero 2 hne))
      have hta : 0 < t + a := by linarith [ht.1]
      exact div_pos (mul_pos (mul_pos hsq hta) (Real.exp_pos _)) (Real.sqrt_pos.2 Real.pi_pos)
    exact hm (left_mem_Icc.2 huv.le) (right_mem_Icc.2 huv.le) huv
  have hG : mpEntropy x - a * mpOccupation x < mpEntropy y - a * mpOccupation y := by
    rcases le_or_gt y a with h | h
    · exact key x y hx hxy (Or.inl h)
    · rcases le_or_gt a x with h' | h'
      · exact key x y hx hxy (Or.inr h')
      · exact (key x a hx h' (Or.inl le_rfl)).trans (key a y ha0 h (Or.inr le_rfl))
  rw [hf] at hG
  linarith
```

Below the Fermi level the inequality reverses. A short argument by hand, which is not part of the Lean code, uses the reflections $f_1(-x)=1-f_1(x)$ and $S_1(-x)=S_1(x)$: a pair $x<y<0$ with equal occupation mirrors to the pair $0<-y<-x$, so $S_1(y)<S_1(x)$, and the deeper level has the larger entropy. If the order hypothesis is weakened to $x\le y$, the case $x=y$ gives equal entropies and the strict inequality fails.

## No function of the occupation gives the entropy

The main theorem has two parts. The first says that real numbers $x,y$ exist with $0<x<y$ and equal `mpOccupation`; the proof takes $y=a+1$ and its unique partner. The second says that all such pairs satisfy `mpEntropy x < mpEntropy y`.

```lean
/-- Some pairs of distinct levels above the Fermi level have equal Methfessel-Paxton
occupation, and in every such pair the higher level has the strictly larger entropy. -/
theorem equal_occupation_unequal_entropy :
    (∃ x y : ℝ, 0 < x ∧ x < y ∧ mpOccupation x = mpOccupation y) ∧
    ∀ x y : ℝ, 0 < x → x < y → mpOccupation x = mpOccupation y → mpEntropy x < mpEntropy y := by
  refine ⟨?_, fun x y hx hxy hf => mpEntropy_lt_of_equal_occupation hx hxy hf⟩
  have hy : √(3 / 2 : ℝ) < √(3 / 2 : ℝ) + 1 := by linarith
  obtain ⟨x, ⟨hx, hf⟩, _⟩ := existsUnique_equal_occupation hy
  exact ⟨x, _, hx.1, hx.2.trans hy, hf⟩
```

The corollary says that no function $g:\mathbb R\to\mathbb R$, continuous or not, satisfies $S_1(x)=g(f_1(x))$ for all real $x$. If one did, an equal-occupation pair would give $S_1(x)=g(f_1(x))=g(f_1(y))=S_1(y)$, against the strict inequality.

```lean
/-- No function of the occupation alone gives the first-order Methfessel-Paxton entropy. -/
theorem mpEntropy_not_function_of_occupation :
    ¬ ∃ g : ℝ → ℝ, ∀ x, mpEntropy x = g (mpOccupation x) := by
  rintro ⟨g, hg⟩
  obtain ⟨⟨x, y, hx, hxy, hf⟩, hlt⟩ := equal_occupation_unequal_entropy
  have h := hlt x y hx hxy hf
  rw [hg x, hg y, hf] at h
  exact lt_irrefl _ h
```

Both theorems treat $x$ as a continuous variable. A particular finite set of levels need not contain such a pair, and the theorems compare single levels, not total entropies or higher orders of the smearing.

For plain Gaussian smearing, with entropy $S_0(x)=e^{-x^2}/(2\sqrt\pi)$, the situation is different. The kernel $e^{-x^2}/\sqrt\pi$ is positive, so $f_0$ falls strictly and each occupation it takes belongs to one energy. Recovering that energy and evaluating $S_0$ there gives a function $g$ with $S_0=g\circ f_0$. The proof does this with `Function.invFun`; it shows that $g$ exists and gives no closed formula for it.

```lean
/-- In plain Gaussian smearing, by contrast, the entropy is a function of the occupation. -/
theorem gaussEntropy_function_of_occupation :
    ∃ g : ℝ → ℝ, ∀ x, gaussEntropy x = g (gaussOccupation x) := by
  have hanti : StrictAnti gaussOccupation := by
    refine strictAnti_of_deriv_neg fun x => ?_
    rw [(hasDerivAt_gaussOccupation x).deriv]
    exact neg_neg_of_pos (div_pos (Real.exp_pos _) (Real.sqrt_pos.2 Real.pi_pos))
  -- a strictly falling occupation can be inverted for the energy
  exact ⟨fun p => gaussEntropy (Function.invFun gaussOccupation p), fun x =>
    (congrArg gaussEntropy (Function.leftInverse_invFun hanti.injective x)).symm⟩

end

end SmearingEntropyOccupation
```

```lean
#print axioms SmearingEntropyOccupation.equal_occupation_unequal_entropy
#print axioms SmearingEntropyOccupation.mpEntropy_not_function_of_occupation
#print axioms SmearingEntropyOccupation.gaussEntropy_function_of_occupation
```

```
'SmearingEntropyOccupation.equal_occupation_unequal_entropy' depends on axioms: [propext, Classical.choice, Quot.sound]
'SmearingEntropyOccupation.mpEntropy_not_function_of_occupation' depends on axioms: [propext, Classical.choice, Quot.sound]
'SmearingEntropyOccupation.gaussEntropy_function_of_occupation' depends on axioms: [propext, Classical.choice, Quot.sound]
```
